# Linear Stark effect in hydrogen: parabolic states have ⟨z⟩ = (3/2) n (n₁ − n₂)

A bound state of nonrelativistic hydrogen that separates in parabolic coordinates has the mean electron position, in bohr,

⟨z⟩ = (3/2) n (n₁ − n₂), n = n₁ + n₂ + m + 1,

where n₁ and n₂ are the parabolic quantum numbers belonging to r + z and r − z, and m ≥ 0 is the absolute value of the magnetic quantum number. The theorem assumes that the two coordinate factors contain nonzero real polynomials solving the separated radial-type equation below. In atomic units, a weak uniform electric field of strength F along the z axis adds F z to the Hamiltonian of the electron. Among the parabolic states of one n the matrix of z is diagonal, a known fact that is not proved here. In first-order degenerate perturbation theory for this spinless model, each of these states therefore shifts in energy by F⟨z⟩, which is the linear Stark effect.

```lean
import Mathlib

open Polynomial MeasureTheory Set

namespace HydrogenStark

noncomputable section
```

## The state in scaled parabolic coordinates

Take ξ = r + z and η = r − z, and scale them as ξ = n s, η = n t. The state has the form

ψ ∝ exp(±imφ) (s t)^(m/2) p(s) q(t) exp(−(s + t)/2), where the sign in the first factor is that of the magnetic quantum number.

Separating the Schrödinger equation gives the same equation for both polynomials, with N = n₁ for p and N = n₂ for q:

t p″ + (m + 1 − t) p′ + N p = 0.

The formal development starts from this equation and does not derive it from the Schrödinger equation. `LaguerreEq m N p` states it as an identity between real polynomials, with `X` as the variable and `m`, `N` natural numbers.

```lean
/-- The equation `t p'' + (m + 1 - t) p' + N p = 0` for the polynomial factor of a
hydrogen state in one parabolic coordinate. -/
def LaguerreEq (m N : ℕ) (p : ℝ[X]) : Prop :=
  X * derivative (derivative p) + ((m : ℝ[X]) + 1 - X) * derivative p + (N : ℝ[X]) * p = 0
```

Each coordinate contributes the unnormalised density t^m p(t)² exp(−t).

```lean
/-- The unnormalised density `t^m p(t)^2 exp(-t)` in one scaled parabolic coordinate. -/
def weight (m : ℕ) (p : ℝ[X]) (t : ℝ) : ℝ := t ^ m * p.eval t ^ 2 * Real.exp (-t)
```

Its moments are Lebesgue integrals over the half-line:

Mⱼ = ∫₀^∞ t^j t^m p(t)² exp(−t) dt.

```lean
/-- The `j`-th moment of the unnormalised density over `t > 0`. -/
def moment (m : ℕ) (p : ℝ[X]) (j : ℕ) : ℝ := ∫ t in Ioi (0 : ℝ), t ^ j * weight m p t
```

Dividing by the norm M₀ gives the mean ⟨t^j⟩ = Mⱼ/M₀ in this one-coordinate density. For j ≥ 1 it differs from the expectation value in the hydrogen state, where the volume element adds a factor s + t.

```lean
/-- The mean of `t^j` in the normalised density, for a nonzero polynomial `p`. -/
def mean (m : ℕ) (p : ℝ[X]) (j : ℕ) : ℝ := moment m p j / moment m p 0
```

The results are stated in terms of k = N + (m + 1)/2.

```lean
/-- The constant `k = N + (m + 1)/2`. -/
def kappa (m N : ℕ) : ℝ := N + ((m : ℝ) + 1) / 2
```

Since z = (ξ − η)/2 = n(s − t)/2 and the volume element is proportional to (s + t) ds dt dφ, the mean position is

⟨z⟩ = ∬ [n(s − t)/2] (s + t) w_p(s) w_q(t) dt ds / ∬ (s + t) w_p(s) w_q(t) dt ds,

where w_p and w_q are the two densities. The angle φ and the constant factors cancel. `zMean` is this ratio of iterated integrals; its argument `n` is any real number until the final theorem fixes it.

```lean
/-- The mean of `z = n (s - t)/2` in the state with nonzero polynomial factors `p`, `q`, where
`n s` and `n t` are the parabolic coordinates and the volume element is proportional to `s + t`. -/
def zMean (n : ℝ) (m : ℕ) (p q : ℝ[X]) : ℝ :=
  (∫ s in Ioi (0 : ℝ), ∫ t in Ioi (0 : ℝ),
    n * (s - t) / 2 * ((s + t) * (weight m p s * weight m q t))) /
  (∫ s in Ioi (0 : ℝ), ∫ t in Ioi (0 : ℝ), (s + t) * (weight m p s * weight m q t))
```

## Integration by parts without boundary terms

Every integrand here is a polynomial times exp(−t). Such a function is integrable because each monomial gives a convergent Gamma integral, and sums and multiples preserve integrability. The proof is an induction over the polynomial in just this way.

```lean
/-- A polynomial times `exp(-t)` is integrable over `t > 0`. -/
theorem integrable_poly_exp (q : ℝ[X]) :
    IntegrableOn (fun t : ℝ => q.eval t * Real.exp (-t)) (Ioi 0) := by
  induction q using Polynomial.induction_on' with
  | add p q hp hq =>
    have h : IntegrableOn (fun t : ℝ => p.eval t * Real.exp (-t) + q.eval t * Real.exp (-t))
        (Ioi 0) := Integrable.add hp hq
    refine h.congr_fun (fun t _ => ?_) measurableSet_Ioi
    simp only [eval_add]
    ring
  | monomial n a =>
    have h : IntegrableOn (fun x : ℝ => Real.exp (-x) * x ^ n) (Ioi 0) := by
      simpa only [add_sub_cancel_right, Real.rpow_natCast] using
        Real.GammaIntegral_convergent (s := (n : ℝ) + 1) (by positivity)
    have h2 : IntegrableOn (fun x : ℝ => a * (Real.exp (-x) * x ^ n)) (Ioi 0) :=
      Integrable.const_mul h a
    refine h2.congr_fun (fun t _ => ?_) measurableSet_Ioi
    simp only [eval_monomial]
    ring
```

For a polynomial Q with Q(0) = 0,

∫₀^∞ (Q′ − Q) exp(−t) dt = [Q exp(−t)]₀^∞ = 0,

because the exponential wins at infinity and Q vanishes at the origin. In the proof, `hd` supplies the derivative and `ht` the limit at infinity.

```lean
/-- Integration by parts: if `q(0) = 0`, the integral of `(q' - q) exp(-t)` over `t > 0`
vanishes. -/
theorem integral_derivative_sub (q : ℝ[X]) (h0 : q.eval 0 = 0) :
    ∫ t in Ioi (0 : ℝ), (derivative q - q).eval t * Real.exp (-t) = 0 := by
  have hd : ∀ x ∈ Ici (0 : ℝ), HasDerivAt (fun t : ℝ => q.eval t * Real.exp (-t))
      ((derivative q - q).eval x * Real.exp (-x)) x := by
    intro x _
    have he : HasDerivAt (fun t : ℝ => Real.exp (-t)) (-Real.exp (-x)) x := by
      simpa using (hasDerivAt_neg' x).exp
    refine ((q.hasDerivAt x).fun_mul he).congr_deriv ?_
    simp only [eval_sub]
    ring
  have ht : Filter.Tendsto (fun t : ℝ => q.eval t * Real.exp (-t)) Filter.atTop (nhds 0) := by
    simpa only [Real.exp_neg, div_eq_mul_inv] using q.tendsto_div_exp_atTop
  rw [integral_Ioi_of_hasDerivAt_of_tendsto' hd (integrable_poly_exp _) ht]
  simp [h0]
```

Applied to the polynomial t^j t^m p², the integrability result shows that all moments converge.

```lean
/-- Every moment integral converges. -/
lemma integrable_moment (m : ℕ) (p : ℝ[X]) (j : ℕ) :
    IntegrableOn (fun t : ℝ => t ^ j * weight m p t) (Ioi 0) := by
  refine (integrable_poly_exp (X ^ j * (X ^ m * p ^ 2))).congr_fun (fun t _ => ?_)
    measurableSet_Ioi
  simp only [weight, eval_mul, eval_pow, eval_X]
  ring
```

Linearity then gives

∫₀^∞ (a t^i + b t^j) w_p(t) dt = a Mᵢ + b Mⱼ.

```lean
/-- The integral of `a t^i + b t^j` against the density is the same combination of moments. -/
lemma integral_comb (m : ℕ) (p : ℝ[X]) (i j : ℕ) (a b : ℝ) :
    ∫ t in Ioi (0 : ℝ), (a * (t ^ i * weight m p t) + b * (t ^ j * weight m p t)) =
      a * moment m p i + b * moment m p j := by
  rw [integral_add ((integrable_moment m p i).const_mul a)
    ((integrable_moment m p j).const_mul b), integral_const_mul, integral_const_mul]
  rfl
```

The norm M₀ is positive: the integrand is nonnegative, and on t > 0 it vanishes only at the roots of p. A nonzero polynomial has finitely many, so they form a set of measure zero.

```lean
/-- The norm integral of a nonzero polynomial factor is positive. -/
theorem moment_zero_pos (m : ℕ) {p : ℝ[X]} (hp : p ≠ 0) : 0 < moment m p 0 := by
  have hnn : 0 ≤ᵐ[volume.restrict (Ioi (0 : ℝ))] fun t => t ^ 0 * weight m p t := by
    filter_upwards [ae_restrict_mem measurableSet_Ioi] with t ht
    have ht' : 0 < t := ht
    simp only [Pi.zero_apply, weight]
    positivity
  unfold moment
  rw [setIntegral_pos_iff_support_of_nonneg_ae hnn (integrable_moment m p 0)]
  -- the density vanishes only at the finitely many roots of p
  have hfin : volume (↑p.roots.toFinset : Set ℝ) = 0 :=
    p.roots.toFinset.finite_toSet.measure_zero _
  have hpos : 0 < volume (Ioi (0 : ℝ) \ ↑p.roots.toFinset) := by
    rw [MeasureTheory.measure_sdiff_null hfin, Real.volume_Ioi]
    simp
  refine hpos.trans_le (measure_mono ?_)
  rintro t ⟨ht, hr⟩
  have ht' : 0 < t := ht
  have hpt : p.eval t ≠ 0 := fun h => hr (by simp [hp, h])
  refine ⟨?_, ht⟩
  show t ^ 0 * weight m p t ≠ 0
  unfold weight
  positivity
```

Now suppose that Q(0) = 0 and Q′ − Q = t^m p² (a + b t + c t²). Integrating against exp(−t) gives

a M₀ + b M₁ + c M₂ = 0.

The task is therefore to find suitable Q.

```lean
/-- If `Q(0) = 0` and `Q' - Q = t^m p² (a + b t + c t²)`, the first three moments satisfy
`a M₀ + b M₁ + c M₂ = 0`. -/
lemma moment_relation (m : ℕ) (p Q : ℝ[X]) (a b c : ℝ) (h0 : Q.eval 0 = 0)
    (h : derivative Q - Q = X ^ m * p ^ 2 * (C a + C b * X + C c * X ^ 2)) :
    a * moment m p 0 + b * moment m p 1 + c * moment m p 2 = 0 := by
  have key := integral_derivative_sub Q h0
  rw [h] at key
  have i := integrable_moment m p
  have hab : IntegrableOn (fun t : ℝ => a * (t ^ 0 * weight m p t) + b * (t ^ 1 * weight m p t))
      (Ioi 0) := Integrable.add ((i 0).const_mul a) ((i 1).const_mul b)
  have s : ∫ t in Ioi (0 : ℝ), (a * (t ^ 0 * weight m p t) + b * (t ^ 1 * weight m p t)
      + c * (t ^ 2 * weight m p t)) =
      a * moment m p 0 + b * moment m p 1 + c * moment m p 2 := by
    rw [integral_add hab ((i 2).const_mul c), integral_comb, integral_const_mul]
    rfl
  refine s.symm.trans (Eq.trans ?_ key)
  congr 1
  funext t
  simp only [weight, eval_mul, eval_pow, eval_X, eval_add, eval_C]
  ring
```

## Two polynomials that give the moments

Try Q = t^(m+1) (A p² + B p p′ + C p′²), with A, B, C polynomials in t. Differentiating the prefactor uses (t^(m+1))′ = (m + 1) t^m.

```lean
/-- The derivative of `t^(m+1)` is `(m + 1) t^m`. -/
lemma derivative_X_succ (m : ℕ) :
    derivative (X ^ (m + 1) : ℝ[X]) = ((m : ℝ[X]) + 1) * X ^ m := by
  simp [derivative_pow]
```

Replace t p″ by −(m + 1 − t) p′ − N p wherever it appears. Then (Q′ − Q)/t^m has the coefficients

p²: (m + 1 − t) A + t A′ − N B

p p′: t (2A + B′) − 2N C

p′²: t (B + C′) − (m + 1 − t) C.

The last two must vanish. For the first moment, choose

A = 2N + 1, B = 2(m − t), C = 2t.

The p p′ coefficient is t(4N + 2 − 2) − 4N t = 0, and the p′² coefficient is t(2m − 2t + 2) − 2t(m + 1 − t) = 0. The p² coefficient is

(m + 1 − t)(2N + 1) − 2N(m − t) = 2N + m + 1 − t.

Hence M₁ = (2N + m + 1) M₀, or ⟨t⟩ = 2k. In Lean, the first `linear_combination` multiplies the differential equation by t^m (B p + 2C p′), which is exactly the substitution for t p″. The last one rearranges the moment relation.

```lean
/-- For a nonzero polynomial solution, `⟨t⟩ = 2k`. -/
theorem mean_one {m N : ℕ} {p : ℝ[X]} (hp : p ≠ 0) (h : LaguerreEq m N p) :
    mean m p 1 = 2 * kappa m N := by
  unfold LaguerreEq at h
  have r := moment_relation m p
    (X ^ (m + 1) * ((2 * (N : ℝ[X]) + 1) * (p * p) + 2 * ((m : ℝ[X]) - X) * (p * derivative p)
      + 2 * X * (derivative p * derivative p))) (2 * N + m + 1) (-1) 0 (by simp) (by
    simp only [derivative_mul, derivative_sub, derivative_X, derivative_natCast,
      derivative_one, derivative_ofNat, derivative_X_succ, map_add, map_mul, map_natCast,
      map_one, map_ofNat, map_neg, map_zero]
    linear_combination (X ^ m * (2 * ((m : ℝ[X]) - X) * p + 4 * X * derivative p)) * h)
  unfold mean kappa
  rw [div_eq_iff (moment_zero_pos m hp).ne']
  linear_combination -r
```

For the second moment, choose

A = 1 − m + 2(N + 1) t, B = 2(m − 1) t − 2t², C = 2t².

The p p′ coefficient is t · 4N t − 4N t² = 0, and the p′² coefficient is 2t²(m + 1 − t) − 2t²(m + 1 − t) = 0. The p² coefficient expands to

1 − m² + 3(2N + m + 1) t − 2t².

With 2N + m + 1 = 2k this gives 2M₂ = 6k M₁ − (m² − 1) M₀. Dividing by 2M₀ and inserting ⟨t⟩ = 2k,

⟨t²⟩ = 6k² − (m² − 1)/2.

The proof has the same structure as before, with `mean_one` supplying the first moment.

```lean
/-- For a nonzero polynomial solution, `⟨t²⟩ = 6k² - (m² - 1)/2`. -/
theorem mean_two {m N : ℕ} {p : ℝ[X]} (hp : p ≠ 0) (h : LaguerreEq m N p) :
    mean m p 2 = 6 * kappa m N ^ 2 - ((m : ℝ) ^ 2 - 1) / 2 := by
  have h1 := mean_one hp h
  unfold LaguerreEq at h
  have r := moment_relation m p
    (X ^ (m + 1) * ((1 - (m : ℝ[X]) + 2 * ((N : ℝ[X]) + 1) * X) * (p * p)
      + 2 * (((m : ℝ[X]) - 1) * X - X * X) * (p * derivative p)
      + 2 * (X * X) * (derivative p * derivative p)))
    (1 - (m : ℝ) ^ 2) (3 * (2 * N + m + 1)) (-2) (by simp) (by
    simp only [derivative_mul, derivative_X, derivative_natCast,
      derivative_one, derivative_ofNat, derivative_X_succ, map_add, map_sub, map_mul, map_pow,
      map_natCast, map_one, map_ofNat, map_neg]
    linear_combination (X ^ m * (2 * (((m : ℝ[X]) - 1) * X - X * X) * p
      + 4 * (X * X) * derivative p)) * h)
  unfold mean kappa at *
  have h0 := (moment_zero_pos m hp).ne'
  rw [div_eq_iff h0] at h1 ⊢
  linear_combination -r / 2 + 3 / 2 * (2 * (N : ℝ) + m + 1) * h1
```

## From one coordinate to the dipole

A double integral of a s^j + b t^j against the two densities splits into products of moments:

a Mⱼ(p) M₀(q) + b M₀(p) Mⱼ(q).

The proof does the inner integral at fixed s, then the outer one.

```lean
/-- A double integral of `a s^j + b t^j` against two densities factors into moments. -/
lemma double_integral (m : ℕ) (p q : ℝ[X]) (j : ℕ) (a b : ℝ) :
    ∫ s in Ioi (0 : ℝ), ∫ t in Ioi (0 : ℝ),
      (a * s ^ j + b * t ^ j) * (weight m p s * weight m q t) =
      a * (moment m p j * moment m q 0) + b * (moment m p 0 * moment m q j) := by
  have inner : ∀ s : ℝ, ∫ t in Ioi (0 : ℝ),
      (a * s ^ j + b * t ^ j) * (weight m p s * weight m q t) =
      (a * moment m q 0) * (s ^ j * weight m p s)
        + (b * moment m q j) * (s ^ 0 * weight m p s) := by
    intro s
    have e := integral_comb m q 0 j (a * s ^ j * weight m p s) (b * weight m p s)
    refine Eq.trans ?_ (e.trans (by ring))
    congr 1
    funext t
    ring
  simp only [inner]
  rw [integral_comb]
  ring
```

In the numerator of ⟨z⟩, (s − t)(s + t) = s² − t², so j = 2 with a = n/2 and b = −n/2. The denominator has j = 1 and a = b = 1. Dividing both by M₀(p) M₀(q) gives

⟨z⟩ = (n/2) (⟨s²⟩ − ⟨t²⟩)/(⟨s⟩ + ⟨t⟩).

Here the means of s belong to p and those of t to q; the docstrings write t₁ and t₂ for s and t. This step needs only that both polynomials are nonzero, not that they solve the differential equation.

```lean
/-- For nonzero polynomial factors, the mean of `z` reduces to one-coordinate means:
`⟨z⟩ = (n/2)(⟨t₁²⟩ - ⟨t₂²⟩)/(⟨t₁⟩ + ⟨t₂⟩)`. -/
theorem zMean_eq (n : ℝ) (m : ℕ) {p q : ℝ[X]} (hp : p ≠ 0) (hq : q ≠ 0) :
    zMean n m p q = n / 2 * (mean m p 2 - mean m q 2) / (mean m p 1 + mean m q 1) := by
  have hnum : (∫ s in Ioi (0 : ℝ), ∫ t in Ioi (0 : ℝ),
      n * (s - t) / 2 * ((s + t) * (weight m p s * weight m q t))) =
      n / 2 * (moment m p 2 * moment m q 0) + -(n / 2) * (moment m p 0 * moment m q 2) := by
    rw [← double_integral m p q 2 (n / 2) (-(n / 2))]
    congr 1
    funext s
    congr 1
    funext t
    ring
  have hden : (∫ s in Ioi (0 : ℝ), ∫ t in Ioi (0 : ℝ),
      (s + t) * (weight m p s * weight m q t)) =
      1 * (moment m p 1 * moment m q 0) + 1 * (moment m p 0 * moment m q 1) := by
    rw [← double_integral m p q 1 1 1]
    congr 1
    funext s
    congr 1
    funext t
    ring
  have h1 := (moment_zero_pos m hp).ne'
  have h2 := (moment_zero_pos m hq).ne'
  unfold zMean mean
  rw [hnum, hden, div_sub_div _ _ h1 h2, div_add_div _ _ h1 h2, mul_div_assoc (n / 2),
    div_div_div_cancel_right₀ (mul_ne_zero h1 h2)]
  ring
```

Let k₁ and k₂ be the values of k for n₁ and n₂. Then k₁ + k₂ = n₁ + n₂ + m + 1 = n and k₁ − k₂ = n₁ − n₂. The terms in m² − 1 cancel, leaving

⟨z⟩ = (n/2) · 6(k₁² − k₂²)/(2(k₁ + k₂)) = (3/2) n (n₁ − n₂).

`stark_dipole` takes the two equations as `h₁` and `h₂`, with the same m in both, and writes n out as a sum. `hk` is the identity 2k₁ + 2k₂ = 2n; the rewriting inserts the four means.

```lean
/-- Linear Stark effect: a hydrogen state with nonzero polynomial factors of parabolic quantum
numbers `n₁`, `n₂` and `n = n₁ + n₂ + m + 1` has `⟨z⟩ = (3/2) n (n₁ - n₂)`. -/
theorem stark_dipole {m n₁ n₂ : ℕ} {p q : ℝ[X]} (hp : p ≠ 0) (hq : q ≠ 0)
    (h₁ : LaguerreEq m n₁ p) (h₂ : LaguerreEq m n₂ q) :
    zMean ((n₁ : ℝ) + n₂ + m + 1) m p q =
      3 / 2 * ((n₁ : ℝ) + n₂ + m + 1) * ((n₁ : ℝ) - n₂) := by
  have hn : 2 * ((n₁ : ℝ) + n₂ + m + 1) ≠ 0 := by positivity
  -- the two constants k add up to n
  have hk : 2 * kappa m n₁ + 2 * kappa m n₂ = 2 * ((n₁ : ℝ) + n₂ + m + 1) := by
    unfold kappa
    ring
  rw [zMean_eq _ m hp hq, mean_two hp h₁, mean_two hq h₂, mean_one hp h₁, mean_one hq h₂, hk,
    div_eq_iff hn]
  unfold kappa
  ring
```

## The smallest states

The theorem takes its polynomials as given, so explicit solutions are useful. For N = 1 and any m, p = m + 1 − t works: p″ = 0 and p′ = −1, so the equation reads −(m + 1 − t) + (m + 1 − t) = 0. It is nonzero because p(0) = m + 1.

```lean
/-- For every `m`, the polynomial `m + 1 - t` is a nonzero solution with `N = 1`. -/
theorem laguerreEq_witness (m : ℕ) :
    LaguerreEq m 1 ((m : ℝ[X]) + 1 - X) ∧ (m : ℝ[X]) + 1 - X ≠ 0 := by
  constructor
  · unfold LaguerreEq
    simp only [derivative_sub, derivative_add, derivative_natCast, derivative_one, derivative_X,
      derivative_zero, Nat.cast_one]
    ring
  · intro h
    have h' : (m : ℝ) + 1 = 0 := by simpa using congrArg (eval 0) h
    exact absurd h' (by positivity)
```

For N = 0 the constant 1 is a solution. Using it in both coordinates with m = 0 gives the ground state, n = 1, where ⟨z⟩ = 0 and there is no linear shift.

The first nonzero values of ⟨z⟩ occur at n = 2. Take n₁ = 1, n₂ = 0, m = 0, p = 1 − s and q = 1. The means are ⟨s⟩ = 3, ⟨s²⟩ = 14, ⟨t⟩ = 1 and ⟨t²⟩ = 2, so

⟨z⟩ = (2/2) (14 − 2)/(3 + 1) = 3 bohr.

The last theorem obtains this value from `stark_dipole` and the two explicit solutions.

```lean
/-- The state with `n = 2`, `m = 0` and polynomial factors `1 - t₁` and `1` has `⟨z⟩ = 3`. -/
theorem stark_dipole_two : zMean 2 0 (1 - X) 1 = 3 := by
  have hw := laguerreEq_witness 0
  simp only [Nat.cast_zero, zero_add] at hw
  have h1 : LaguerreEq 0 0 (1 : ℝ[X]) := by simp [LaguerreEq]
  have h := stark_dipole hw.2 one_ne_zero hw.1 h1
  norm_num at h
  exact h

end

end HydrogenStark
```

```lean
#print axioms HydrogenStark.stark_dipole
-- 'HydrogenStark.stark_dipole' depends on axioms: [propext, Classical.choice, Quot.sound]
#print axioms HydrogenStark.stark_dipole_two
-- 'HydrogenStark.stark_dipole_two' depends on axioms: [propext, Classical.choice, Quot.sound]
```
